# Characters decide whether three finite-dimensional complex representations of a finite group admit an invariant coupling

Let a finite group $G$ act linearly on finite-dimensional complex spaces $A$, $B$, $C$, with characters $\chi_A,\chi_B,\chi_C$. A nonzero trilinear form $t$ with $t(ga,gb,gc)=t(a,b,c)$ for all $g\in G$ exists if and only if

$$\sum_{g\in G}\chi_A(g)\,\chi_B(g)\,\chi_C(g)\neq 0 .$$

Divided by the group order $|G|$, the sum is the number of linearly independent forms of this kind. For a molecule with a finite point group and levels of finite degeneracy, this tells whether the point-group symmetry permits a nonzero transition element $\langle f|\mu|i\rangle$ of an operator $\mu$, such as the electric dipole, between a state $i$ of the initial level and a state $f$ of the final level.

If $U$ is the unitary operator of a symmetry, then $\langle Uf|\,U\mu U^{-1}|Ui\rangle=\langle f|\mu|i\rangle$, so the matrix element is an invariant form. It is antilinear in $f$, so $A$ carries the complex conjugate of the final level's representation; $B$ is spanned by the operator components and $C$ is the initial level. This identification is physical input to the theorems. A nonzero sum permits a coupling but says nothing about its size.

## Invariant forms as a vector space

The setting is a group and three complex vector spaces. Finiteness is assumed later, where it is used.

In Lean 4 with Mathlib:

```lean
import Mathlib

open scoped TensorProduct

namespace TripleProductRule

noncomputable section

universe u v

variable {G A B C : Type*} [Group G]
  [AddCommGroup A] [Module ℂ A] [AddCommGroup B] [Module ℂ B]
  [AddCommGroup C] [Module ℂ C]
```

A `Representation ℂ G A` assigns to each $g$ a linear operator $\rho_A(g)$, with products going to products and the identity to the identity. It need be neither irreducible nor unitary. Its character is $\chi_A(g)=\operatorname{tr}\rho_A(g)$.

```lean
/-- The character of a representation: the trace of the operator that represents `g`. -/
def character (ρ : Representation ℂ G A) (g : G) : ℂ :=
  LinearMap.trace ℂ A (ρ g)
```

A trilinear form is written as a linear map from $A$ to linear maps from $B$ to linear maps from $C$ to $\mathbb C$, so `t a b c` means $t(a,b,c)$. Invariance means that the same group element acts on all three arguments.

```lean
/-- A trilinear form is invariant if transforming all three arguments by the same
group element leaves its value unchanged. -/
def IsInvariant (ρA : Representation ℂ G A) (ρB : Representation ℂ G B)
    (ρC : Representation ℂ G C) (t : A →ₗ[ℂ] B →ₗ[ℂ] C →ₗ[ℂ] ℂ) : Prop :=
  ∀ g a b c, t (ρA g a) (ρB g b) (ρC g c) = t a b c
```

If $s$ and $t$ are invariant, so are $s+t$ and $kt$ for every complex $k$, because the condition is linear in the form. The invariant forms therefore make up a subspace, whose dimension counts the independent couplings.

```lean
/-- The vector space of invariant trilinear forms. -/
def invariantForms (ρA : Representation ℂ G A) (ρB : Representation ℂ G B)
    (ρC : Representation ℂ G C) : Submodule ℂ (A →ₗ[ℂ] B →ₗ[ℂ] C →ₗ[ℂ] ℂ) where
  carrier := {t | IsInvariant ρA ρB ρC t}
  zero_mem' := fun g a b c => by simp
  add_mem' := fun {s t} hs ht g a b c => by
    have h1 : s (ρA g a) (ρB g b) (ρC g c) = s a b c := hs g a b c
    have h2 : t (ρA g a) (ρB g b) (ρC g c) = t a b c := ht g a b c
    simp only [LinearMap.add_apply, h1, h2]
  smul_mem' := fun k t ht g a b c => by
    have h1 : t (ρA g a) (ρB g b) (ρC g c) = t a b c := ht g a b c
    simp only [LinearMap.smul_apply, h1]
```

## The trace of a transformation of forms

Each form $t$ corresponds to exactly one linear functional $T$ on $(A\otimes B)\otimes C$, fixed by $T((a\otimes b)\otimes c)=t(a,b,c)$. Call this correspondence $\Phi$.

```lean
/-- Trilinear forms are the same as linear functionals on the triple tensor product. -/
def formEquiv : (A →ₗ[ℂ] B →ₗ[ℂ] C →ₗ[ℂ] ℂ) ≃ₗ[ℂ] Module.Dual ℂ ((A ⊗[ℂ] B) ⊗[ℂ] C) where
  toFun t := TensorProduct.lift (TensorProduct.lift t)
  invFun f := TensorProduct.curry (TensorProduct.curry f)
  map_add' s t := TensorProduct.ext_threefold fun a b c => by simp
  map_smul' k t := TensorProduct.ext_threefold fun a b c => by simp
  left_inv t := by
    ext a b c
    simp
  right_inv f := TensorProduct.ext_threefold fun a b c => by simp
```

Operators $f,g,h$ on $A,B,C$ act on forms by

$$P(f,g,h)=\Phi^{-1}\circ\big((f\otimes g)\otimes h\big)^{T}\circ\Phi .$$

The superscript $T$ denotes the transpose, and `g` is here an operator on $B$, not a group element.

```lean
/-- The operation on trilinear forms that lets one operator act on each argument. -/
def pullback (f : A →ₗ[ℂ] A) (g : B →ₗ[ℂ] B) (h : C →ₗ[ℂ] C) :
    Module.End ℂ (A →ₗ[ℂ] B →ₗ[ℂ] C →ₗ[ℂ] ℂ) :=
  formEquiv.symm.conj (TensorProduct.map (TensorProduct.map f g) h).dualMap
```

Evaluating the transpose on a product vector gives $(P(f,g,h)\,t)(a,b,c)=t(fa,gb,hc)$.

```lean
/-- The pulled-back form is the original form evaluated on the transformed vectors. -/
theorem pullback_apply (f : A →ₗ[ℂ] A) (g : B →ₗ[ℂ] B) (h : C →ₗ[ℂ] C)
    (t : A →ₗ[ℂ] B →ₗ[ℂ] C →ₗ[ℂ] ℂ) (a : A) (b : B) (c : C) :
    pullback f g h t a b c = t (f a) (g b) (h c) := by
  change TensorProduct.lift (TensorProduct.lift t)
    (TensorProduct.map (TensorProduct.map f g) h ((a ⊗ₜ[ℂ] b) ⊗ₜ[ℂ] c)) = _
  simp
```

When $A,B,C$ are finite-dimensional, so is the dual of their tensor product, and through $\Phi$ so is the space of forms.

```lean
/-- Trilinear forms on finite-dimensional spaces form a finite-dimensional space. -/
instance finite_forms [FiniteDimensional ℂ A] [FiniteDimensional ℂ B]
    [FiniteDimensional ℂ C] : Module.Finite ℂ (A →ₗ[ℂ] B →ₗ[ℂ] C →ₗ[ℂ] ℂ) :=
  Module.Finite.equiv (formEquiv (A := A) (B := B) (C := C)).symm
```

The trace survives transport by an isomorphism $e$. If $v_i$ is a basis of $V$, then $e v_i$ is a basis of $W$, and $efe^{-1}$ has the same matrix there as $f$ has in $V$. Hence $\operatorname{tr}(efe^{-1})=\operatorname{tr}f$.

```lean
/-- The trace of an operator is unchanged when it is carried to an isomorphic space. -/
theorem trace_transport {V : Type u} {W : Type v} [AddCommMonoid V] [iV : Module ℂ V]
    [AddCommMonoid W] [iW : Module ℂ W] (e : V ≃ₗ[ℂ] W) (f : Module.End ℂ V) :
    LinearMap.trace ℂ W (e.conj f) = LinearMap.trace ℂ V f := by
  have key : ∀ (X : Type u) (Y : Type v) [AddCommGroup X] [Module ℂ X]
      [AddCommGroup Y] [Module ℂ Y] (e : X ≃ₗ[ℂ] Y) (f : Module.End ℂ X),
      LinearMap.trace ℂ Y (e.conj f) = LinearMap.trace ℂ X f := by
    intro X Y _ _ _ _ e f
    exact LinearMap.trace_conj' f e
  exact @key V W (Module.addCommMonoidToAddCommGroup ℂ) iV
    (Module.addCommMonoidToAddCommGroup ℂ) iW e f
```

Let $f$ now project a finite-dimensional space $W$ onto a subspace $p$ of dimension $d$. In a basis of $p$ extended to $W$,

$$f=\begin{pmatrix}1_d & *\\ 0&0\end{pmatrix},\qquad \operatorname{tr}f=d .$$

Moreover, $d=0$ exactly when $p$ contains only the zero vector.

```lean
/-- In finite dimension, the trace of a projection is the dimension of its range, and
this dimension is zero exactly when the range is the zero space. -/
theorem trace_projection {W : Type u} [AddCommMonoid W] [iW : Module ℂ W]
    [iF : Module.Finite ℂ W] {p : Submodule ℂ W} {f : Module.End ℂ W}
    (h : LinearMap.IsProj p f) :
    LinearMap.trace ℂ W f = (Module.finrank ℂ p : ℂ) ∧
      (Module.finrank ℂ p = 0 ↔ p = ⊥) := by
  have key : ∀ (X : Type u) [AddCommGroup X] [Module ℂ X] [Module.Finite ℂ X]
      (p : Submodule ℂ X) (f : Module.End ℂ X), LinearMap.IsProj p f →
      LinearMap.trace ℂ X f = (Module.finrank ℂ p : ℂ) ∧
        (Module.finrank ℂ p = 0 ↔ p = ⊥) := by
    intro X _ _ _ p f h
    exact ⟨h.trace, Submodule.finrank_eq_zero⟩
  exact @key W (Module.addCommMonoidToAddCommGroup ℂ) iW iF p f h
```

A transpose has the trace of the original operator, and $\operatorname{tr}(X\otimes Y)=\sum_{i,j}X_{ii}Y_{jj}=\operatorname{tr}X\,\operatorname{tr}Y$. Applying the second identity twice gives

$$\operatorname{tr}P(f,g,h)=\operatorname{tr}f\;\operatorname{tr}g\;\operatorname{tr}h .$$

The proof removes $\Phi$ with `trace_transport`, then the transpose, then the two tensor products.

```lean
/-- In finite dimension, the trace of the operation on trilinear forms is the product
of the traces of the three operators. -/
theorem trace_pullback [FiniteDimensional ℂ A] [FiniteDimensional ℂ B]
    [FiniteDimensional ℂ C] (f : A →ₗ[ℂ] A) (g : B →ₗ[ℂ] B) (h : C →ₗ[ℂ] C) :
    LinearMap.trace ℂ _ (pullback f g h) =
      LinearMap.trace ℂ A f * LinearMap.trace ℂ B g * LinearMap.trace ℂ C h := by
  unfold pullback
  refine (trace_transport _ _).trans ?_
  -- a transpose has the trace of the original operator
  refine (LinearMap.trace_transpose'
    (TensorProduct.map (TensorProduct.map f g) h)).trans ?_
  rw [LinearMap.trace_tensorProduct', LinearMap.trace_tensorProduct']
```

## Averaging over the group

Define the group average

$$\Pi=\frac1{|G|}\sum_{g\in G}P(\rho_A(g),\rho_B(g),\rho_C(g)).$$

```lean
/-- The average of a trilinear form over a finite symmetry group. -/
def average [Fintype G] (ρA : Representation ℂ G A) (ρB : Representation ℂ G B)
    (ρC : Representation ℂ G C) : Module.End ℂ (A →ₗ[ℂ] B →ₗ[ℂ] C →ₗ[ℂ] ℂ) :=
  (Fintype.card G : ℂ)⁻¹ • ∑ g, pullback (ρA g) (ρB g) (ρC g)
```

For any form $t$ and any $h\in G$, the substitution $g'=gh$ gives

$$(\Pi t)(ha,hb,hc)=\frac1{|G|}\sum_g t(gha,ghb,ghc)=\frac1{|G|}\sum_{g'}t(g'a,g'b,g'c)=(\Pi t)(a,b,c),$$

so $\Pi t$ is invariant. If $t$ is already invariant, all $|G|$ terms equal $t(a,b,c)$ and $\Pi t=t$. These are the two conditions for a projection; `Equiv.mulRight h` is the substitution.

```lean
/-- Averaging over a finite group projects the trilinear forms onto the invariant ones. -/
theorem average_isProj [Fintype G] (ρA : Representation ℂ G A)
    (ρB : Representation ℂ G B) (ρC : Representation ℂ G C) :
    LinearMap.IsProj (invariantForms ρA ρB ρC) (average ρA ρB ρC) := by
  have hav : ∀ t a b c, average ρA ρB ρC t a b c =
      (Fintype.card G : ℂ)⁻¹ * ∑ g, t (ρA g a) (ρB g b) (ρC g c) := by
    intro t a b c
    simp only [average, LinearMap.smul_apply, LinearMap.sum_apply, pullback_apply,
      smul_eq_mul]
  constructor
  · intro t h a b c
    rw [hav, hav]
    congr 1
    -- shift the summation variable by the group element `h`
    exact Fintype.sum_equiv (Equiv.mulRight h) _ _ (fun g => by simp [map_mul])
  · intro t ht
    have ht' : ∀ g a b c, t (ρA g a) (ρB g b) (ρC g c) = t a b c := ht
    have hcard : (Fintype.card G : ℂ) ≠ 0 := Nat.cast_ne_zero.mpr Fintype.card_ne_zero
    ext a b c
    rw [hav]
    simp only [ht', Finset.sum_const, Finset.card_univ, nsmul_eq_mul]
    exact inv_mul_cancel_left₀ hcard _
```

Taking the trace of $\Pi$ in two ways gives the number $N$ of independent invariant forms:

$$N=\operatorname{tr}\Pi=\frac1{|G|}\sum_g\chi_A(g)\chi_B(g)\chi_C(g).$$

```lean
/-- For finite-dimensional representations of a finite group, the number of linearly
independent invariant trilinear forms is the group average of the product of the
three characters. -/
theorem finrank_invariantForms [Fintype G] [FiniteDimensional ℂ A]
    [FiniteDimensional ℂ B] [FiniteDimensional ℂ C] (ρA : Representation ℂ G A)
    (ρB : Representation ℂ G B) (ρC : Representation ℂ G C) :
    (Module.finrank ℂ (invariantForms ρA ρB ρC) : ℂ) =
      (Fintype.card G : ℂ)⁻¹ * ∑ g, character ρA g * character ρB g * character ρC g := by
  -- the trace of a projection counts the dimension of its range
  rw [← (trace_projection (average_isProj ρA ρB ρC)).1]
  simp only [average, map_smul, map_sum, trace_pullback, smul_eq_mul, character]
```

Since $|G|\neq0$, the character sum vanishes exactly when $N=0$, which means that the zero form is the only invariant one. The proof treats the two directions separately, each by contradiction with this count.

```lean
/-- **Triple-product rule.** For finite-dimensional complex representations of a finite
group, a nonzero invariant trilinear form exists exactly when the sum over the group of
the product of the three characters is nonzero. -/
theorem triple_product_rule [Fintype G] [FiniteDimensional ℂ A]
    [FiniteDimensional ℂ B] [FiniteDimensional ℂ C] (ρA : Representation ℂ G A)
    (ρB : Representation ℂ G B) (ρC : Representation ℂ G C) :
    (∃ t : A →ₗ[ℂ] B →ₗ[ℂ] C →ₗ[ℂ] ℂ, t ≠ 0 ∧ IsInvariant ρA ρB ρC t) ↔
      ∑ g, character ρA g * character ρB g * character ρC g ≠ 0 := by
  have hcount := finrank_invariantForms ρA ρB ρC
  have hzero := (trace_projection (average_isProj ρA ρB ρC)).2
  constructor
  · rintro ⟨t, ht0, ht⟩ hsum
    rw [hsum, mul_zero] at hcount
    have hbot := hzero.mp (Nat.cast_eq_zero.mp hcount)
    have hmem : t ∈ invariantForms ρA ρB ρC := ht
    rw [hbot] at hmem
    exact ht0 ((Submodule.mem_bot ℂ).mp hmem)
  · intro hsum
    by_contra hne
    have hbot : invariantForms ρA ρB ρC = ⊥ :=
      (Submodule.eq_bot_iff _).2 fun t ht => by_contra fun h0 => hne ⟨t, h0, ht⟩
    rw [hzero.mpr hbot, Nat.cast_zero] at hcount
    have hcard : (Fintype.card G : ℂ) ≠ 0 := Nat.cast_ne_zero.mpr Fintype.card_ne_zero
    exact mul_ne_zero (inv_ne_zero hcard) hsum hcount.symm
```

Take the symmetry group $C_{3v}$ of ammonia, with one identity, two rotations and three reflections. On these classes the characters are $(1,1,1)$ for $A_1$, $(1,1,-1)$ for $A_2$ and $(2,-1,0)$ for $E$. With the $z$ axis along the threefold axis, the electric-dipole components $x,y$ span $E$, and $z$ spans $A_1$.

- Between two $E$ levels, the $x,y$ components give $8+2(-1)+0=6$, so $N=6/6=1$: one complex number fixes all eight matrix elements.
- Between $A_1$ and $A_2$, the $z$ component gives $1+2-3=0$ and the $x,y$ components give $2-2+0=0$: the transition is electric-dipole-forbidden.

Finite dimension of $B$ and $C$ alone would not suffice for the rule. Let $G$ be trivial, $A$ the space of complex polynomials and $B=C=\mathbb C$. Then $t(p,b,c)=p(0)\,bc$ is nonzero and invariant, but the identity on $A$ has no finite trace; Mathlib assigns it the value $0$, and the character sum becomes $0$.

## Parity and other scalar symmetries

Suppose that one element $z$ acts on $A,B,C$ as multiplication by $p,q,r$. Invariance then requires

$$t(a,b,c)=pqr\,t(a,b,c),\qquad (pqr-1)\,t(a,b,c)=0 .$$

If $pqr\neq1$, then $t=0$, and by the triple-product rule the character sum vanishes.

```lean
/-- If one element of a finite group acts on three finite-dimensional representations as
scalars whose product is not one, then the triple character sum vanishes. -/
theorem character_sum_eq_zero_of_scalar [Fintype G] [FiniteDimensional ℂ A]
    [FiniteDimensional ℂ B] [FiniteDimensional ℂ C] (ρA : Representation ℂ G A)
    (ρB : Representation ℂ G B) (ρC : Representation ℂ G C) (z : G) (p q r : ℂ)
    (hA : ∀ a, ρA z a = p • a) (hB : ∀ b, ρB z b = q • b) (hC : ∀ c, ρC z c = r • c)
    (hpqr : p * q * r ≠ 1) :
    ∑ g, character ρA g * character ρB g * character ρC g = 0 := by
  by_contra hsum
  obtain ⟨t, ht0, ht⟩ := (triple_product_rule ρA ρB ρC).2 hsum
  apply ht0
  ext a b c
  have h := ht z a b c
  rw [hA, hB, hC] at h
  simp only [map_smul, LinearMap.smul_apply, smul_eq_mul] at h
  -- invariance under `z` multiplies the value by a factor different from one
  have h' : (p * q * r - 1) * t a b c = 0 := by linear_combination h
  exact (mul_eq_zero.mp h').resolve_left (sub_ne_zero.mpr hpqr)
```

With $p=q=r=-1$ for three polar vectors, this is why the electric-dipole second-order susceptibility vanishes in a crystal whose finite point group contains inversion.

The smallest inversion group is $\{1,-1\}$, written `ℤˣ`. In `parityRep l` its element $g$ acts on $\mathbb C$ as $g^l$, so inversion has parity $(-1)^l$. This keeps only the parity of an orbital with angular momentum $l$, not its $2l+1$ components.

```lean
/-- The one-dimensional representation of the inversion group `{1, -1}` in which
inversion acts as `(-1) ^ l`. -/
def parityRep (l : ℕ) : Representation ℂ ℤˣ ℂ where
  toFun g := (((g : ℤ) : ℂ) ^ l) • (1 : Module.End ℂ ℂ)
  map_one' := by simp
  map_mul' g h := LinearMap.ext fun v => by simp [mul_pow, mul_assoc, mul_left_comm]
```

For three such parities with exponents $l,m,n$, the character sum is

$$1+(-1)^{l+m+n}=\begin{cases}2,& l+m+n\text{ even},\\ 0,& l+m+n\text{ odd}.\end{cases}$$

A nonzero invariant form therefore exists exactly when $l+m+n$ is even. The letter $m$ is a second parity exponent here, not a magnetic quantum number. The proof computes the three characters, sums their product over the two group elements and separates the even and odd cases.

```lean
/-- Three one-dimensional representations with parities `(-1) ^ l`, `(-1) ^ m` and
`(-1) ^ n` admit a nonzero inversion-invariant trilinear form exactly when
`l + m + n` is even. -/
theorem parity_rule (l m n : ℕ) :
    (∃ t : ℂ →ₗ[ℂ] ℂ →ₗ[ℂ] ℂ →ₗ[ℂ] ℂ,
      t ≠ 0 ∧ IsInvariant (parityRep l) (parityRep m) (parityRep n) t) ↔
      Even (l + m + n) := by
  have hchar : ∀ (k : ℕ) (g : ℤˣ), character (parityRep k) g = ((g : ℤ) : ℂ) ^ k := by
    intro k g
    change LinearMap.trace ℂ ℂ ((((g : ℤ) : ℂ) ^ k) • (1 : Module.End ℂ ℂ)) = _
    rw [map_smul, LinearMap.trace_one]
    simp
  have huniv : (Finset.univ : Finset ℤˣ) = {1, -1} := by decide
  have hsum : ∑ g, character (parityRep l) g * character (parityRep m) g *
      character (parityRep n) g = 1 + (-1 : ℂ) ^ (l + m + n) := by
    simp only [hchar]
    rw [huniv, Finset.sum_pair (by decide)]
    simp [pow_add]
  rw [triple_product_rule, hsum]
  rcases Nat.even_or_odd (l + m + n) with h | h
  · rw [h.neg_one_pow]
    exact ⟨fun _ => h, fun _ => by norm_num⟩
  · rw [h.neg_one_pow]
    exact ⟨fun h0 => absurd (by norm_num) h0,
      fun he => absurd he (Nat.not_even_iff_odd.mpr h)⟩

end

end TripleProductRule
```

For the electric-dipole operator, which has odd parity, an $s\to p$ transition gives $0+1+1=2$ and passes, while $s\to s$ gives $0+1+0=1$ and is forbidden. Full rotational symmetry adds the triangle condition on the angular momenta, which parity alone does not see.

```lean
#print axioms TripleProductRule.finrank_invariantForms
-- 'TripleProductRule.finrank_invariantForms' depends on axioms: [propext, Classical.choice, Quot.sound]
#print axioms TripleProductRule.character_sum_eq_zero_of_scalar
-- 'TripleProductRule.character_sum_eq_zero_of_scalar' depends on axioms: [propext, Classical.choice, Quot.sound]
#print axioms TripleProductRule.parity_rule
-- 'TripleProductRule.parity_rule' depends on axioms: [propext, Classical.choice, Quot.sound]
```
